# In the zeroth-order effective medium model, an atom with a unique optimal density has the same minimum energy in every exponential host density

Suppose a simulation code places the same atom over several metal surfaces and stores a well depth, an equilibrium height and a stiffness for each surface as independent parameters. If the energies are meant to come from the zeroth-order effective medium model, the stored numbers can then contradict the model. Two surfaces may be given different depths, although the model allows only one, or a stiffness may be given that does not match the decay of the surface's electron density.

## Height, depth and stiffness from one embedding function

An atom approaches a surface whose electrons spill out into the vacuum. At distance $d$ from a reference plane, the host density is

$$n(d) = n_0\,e^{-\eta d},\qquad n_0,\eta>0,$$

where $n_0$ is the density at the plane and $\eta$ is the inverse decay length of the tail. The model takes the energy of the atom to be $V(d)=E(n(d))$. Here $E(n)$ is the embedding energy, the energy of placing the atom in a uniform electron gas of density $n$.

Assume that $E$ is twice differentiable at positive densities and has a strict global minimum over them at $n_*>0$. This optimal density is where the attraction of the atom to the electrons is balanced by the repulsion at higher density. Then $V$ has exactly one minimiser over all real $d$, and

$$d_*=\frac{\ln(n_0/n_*)}{\eta},\qquad V(d_*)=E(n_*),\qquad V''(d_*)=\eta^2 n_*^2\,E''(n_*).$$

The surface sets the height and contributes $\eta^2$ to the stiffness, but has no influence on the minimum energy. If $E(n)\to 0$ as $n\to 0$, the binding energy is $-E(n_*)$.

## Starting heights, force constants and bounded searches

In electronic structure, these formulas give a lowest-order estimate of adsorption for one atom over a rigid host, without d-band hybridisation or other corrections. A code that implements this model can use them in three places.

- $d_*$ is the exact relaxed height, so it can start a geometry search or check its result.
- $\eta^2 n_*^2E''(n_*)$ is the force constant along $d$, against which a finite-difference second derivative can be compared.
- A search restricted to $d\ge 0$ cannot reach $E(n_*)$ if $n_0<n_*$. The minimiser then lies at negative $d$, behind the reference plane.

An embedded-atom potential also evaluates an embedding function at a host density, but it adds a pair term, so the formulas do not in general carry over to the total energy.

## From the density profile to the curvature

The definition of $d_*$ gives $e^{\eta d_*}=n_0/n_*$, hence $n_0=n_*e^{\eta d_*}$ and

$$n(d)=n_*\,e^{-\eta(d-d_*)}.$$

The exponential equals 1 only when its argument is zero, so $n(d)=n_*$ exactly at $d=d_*$. At any other $d$ the density is positive and different from $n_*$, and therefore $V(d)=E(n(d))>E(n_*)=V(d_*)$.

For the curvature, $n'(d)=-\eta\,n(d)$, and the chain rule gives

$$V'(d)=-\eta\,n(d)\,E'(n(d)).$$

Differentiating once more at $d_*$, where $n=n_*$, gives

$$V''(d_*)=\eta^2n_*^2E''(n_*)+\eta^2n_*E'(n_*).$$

Since $n_*$ is an interior minimum of $E$, $E'(n_*)=0$ and only the first term remains.

In the reduced coordinate $x=\eta(d-d_*)$ the curve is $E(n_*e^{-x})$, the same for every host. The height $d_*$ is positive exactly when $n_0/n_*>1$. If $n_0<n_*$ and $d\ge0$, then $n(d)\le n_0<n_*$, so the energy stays above $E(n_*)$.

A concrete case is $E(n)=a(n^2-2n_*n)$ with $a>0$. Here $E(n)-E(n_*)=a(n-n_*)^2$, which is positive for $n\ne n_*$. Inserting the density gives

$$V(d)=a n_*^2\left(e^{-2\eta(d-d_*)}-2e^{-\eta(d-d_*)}\right),$$

a Morse potential of depth $an_*^2$.

## The Lean source

```lean
import Mathlib

noncomputable section

namespace EffectiveMedium

/-- Electron density of the host at distance `d` from the reference plane, where it is `n0`; for
positive `n0` and `η` it decays exponentially with rate `η`. -/
def hostDensity (n0 η d : ℝ) : ℝ := n0 * Real.exp (-η * d)

/-- Zeroth-order effective medium energy of an atom at distance `d`: the embedding energy `E`
evaluated at the local host density. -/
def bindingCurve (E : ℝ → ℝ) (n0 η d : ℝ) : ℝ := E (hostDensity n0 η d)

/-- The distance `ln (n0 / nstar) / η`, for positive `n0`, `nstar` and `η`. -/
def bondLength (n0 η nstar : ℝ) : ℝ := Real.log (n0 / nstar) / η

/-- The density `nstar` is positive, and the embedding energy is strictly higher at every other
positive density. -/
def IsOptimalDensity (E : ℝ → ℝ) (nstar : ℝ) : Prop :=
  0 < nstar ∧ ∀ n, 0 < n → n ≠ nstar → E nstar < E n

/-- For positive `n0`, `η` and `nstar`, the host density is an exponential that takes the value
`nstar` at the bond length. -/
theorem hostDensity_eq {n0 η nstar : ℝ} (hn0 : 0 < n0) (hη : 0 < η) (hs : 0 < nstar) (d : ℝ) :
    hostDensity n0 η d = nstar * Real.exp (-η * (d - bondLength n0 η nstar)) := by
  have hb : η * bondLength n0 η nstar = Real.log (n0 / nstar) := by
    unfold bondLength
    field_simp
  have h : -η * (d - bondLength n0 η nstar) = -η * d + Real.log (n0 / nstar) := by
    linear_combination hb
  have hc : nstar * (n0 / nstar) = n0 := by field_simp
  rw [h, Real.exp_add, Real.exp_log (div_pos hn0 hs)]
  unfold hostDensity
  linear_combination (-Real.exp (-η * d)) * hc

/-- For positive `n0`, `η` and `nstar`, the host density equals `nstar` at the bond length and
nowhere else. -/
theorem hostDensity_eq_iff {n0 η nstar : ℝ} (hn0 : 0 < n0) (hη : 0 < η) (hs : 0 < nstar)
    (d : ℝ) : hostDensity n0 η d = nstar ↔ d = bondLength n0 η nstar := by
  have hb : hostDensity n0 η (bondLength n0 η nstar) = nstar := by
    rw [hostDensity_eq hn0 hη hs, sub_self, mul_zero, Real.exp_zero, mul_one]
  constructor
  · intro h
    -- the exponential density profile is injective
    have h1 : n0 * Real.exp (-η * d) = n0 * Real.exp (-η * bondLength n0 η nstar) :=
      h.trans hb.symm
    have h2 := Real.exp_injective (mul_left_cancel₀ hn0.ne' h1)
    exact mul_left_cancel₀ (neg_ne_zero.2 hη.ne') h2
  · intro h
    rw [h, hb]

/-- The slope of the host density is `-η` times the density itself. -/
theorem hasDerivAt_hostDensity (n0 η d : ℝ) :
    HasDerivAt (hostDensity n0 η) (-η * hostDensity n0 η d) d := by
  have h0 : HasDerivAt (fun x : ℝ => -η * x) (-η) d :=
    ((hasDerivAt_id d).const_mul (-η)).congr_deriv (mul_one _)
  exact (h0.exp.const_mul n0).congr_deriv (by simp only [hostDensity]; ring)

/-- Let `E` be differentiable at positive densities with derivative `E1`, let `E1` have derivative
`E2` at the optimal density `nstar`, and let `n0` and `η` be positive. Then the binding curve has
its unique minimum at `ln (n0 / nstar) / η`, with energy `E nstar` and second derivative
`η ^ 2 * nstar ^ 2 * E2`. -/
theorem effective_medium_binding {E E1 : ℝ → ℝ} {E2 n0 η nstar : ℝ}
    (hn0 : 0 < n0) (hη : 0 < η) (hopt : IsOptimalDensity E nstar)
    (hE : ∀ n, 0 < n → HasDerivAt E (E1 n) n) (hE1 : HasDerivAt E1 E2 nstar) :
    (∀ d, d ≠ bondLength n0 η nstar →
      bindingCurve E n0 η (bondLength n0 η nstar) < bindingCurve E n0 η d) ∧
    bindingCurve E n0 η (bondLength n0 η nstar) = E nstar ∧
    HasDerivAt (deriv (bindingCurve E n0 η)) (η ^ 2 * nstar ^ 2 * E2)
      (bondLength n0 η nstar) := by
  obtain ⟨hs, hmin⟩ := hopt
  have hpos : ∀ d, 0 < hostDensity n0 η d := fun d => mul_pos hn0 (Real.exp_pos _)
  have hb : hostDensity n0 η (bondLength n0 η nstar) = nstar :=
    (hostDensity_eq_iff hn0 hη hs _).2 rfl
  have hval : bindingCurve E n0 η (bondLength n0 η nstar) = E nstar := by
    rw [bindingCurve, hb]
  refine ⟨fun d hd => ?_, hval, ?_⟩
  · rw [hval]
    exact hmin _ (hpos d) (fun h => hd ((hostDensity_eq_iff hn0 hη hs d).1 h))
  · -- the embedding energy is stationary at the optimal density
    have hev : ∀ᶠ n in nhds nstar, E nstar ≤ E n := by
      filter_upwards [Ioi_mem_nhds hs] with n hn
      by_cases h : n = nstar
      · rw [h]
      · exact (hmin n hn h).le
    have hloc : IsLocalMin E nstar := hev
    have hz : E1 nstar = 0 := hloc.hasDerivAt_eq_zero (hE nstar hs)
    -- chain rule for the first derivative
    have hderiv : deriv (bindingCurve E n0 η) =
        fun d => E1 (hostDensity n0 η d) * (-η * hostDensity n0 η d) := by
      funext d
      have h : HasDerivAt (bindingCurve E n0 η)
          (E1 (hostDensity n0 η d) * (-η * hostDensity n0 η d)) d :=
        (hE _ (hpos d)).comp d (hasDerivAt_hostDensity n0 η d)
      exact h.deriv
    rw [hderiv]
    -- product rule at the minimum, where only the curvature of `E` survives
    have hn := hasDerivAt_hostDensity n0 η (bondLength n0 η nstar)
    have hE1' : HasDerivAt E1 E2 (hostDensity n0 η (bondLength n0 η nstar)) := by
      rw [hb]
      exact hE1
    have h1 : HasDerivAt (fun d => E1 (hostDensity n0 η d))
        (E2 * (-η * hostDensity n0 η (bondLength n0 η nstar))) (bondLength n0 η nstar) :=
      hE1'.comp _ hn
    exact (h1.mul (hn.const_mul (-η))).congr_deriv (by simp only [hb, hz]; ring)

/-- For positive `n0`, `η` and `nstar`, the energy at reduced displacement `x = η (d - d*)` from
the bond length `d*` is `E (nstar * exp (-x))`, the same function of `x` for every host. -/
theorem universal_binding_curve (E : ℝ → ℝ) {n0 η nstar : ℝ} (hn0 : 0 < n0) (hη : 0 < η)
    (hs : 0 < nstar) (x : ℝ) :
    bindingCurve E n0 η (bondLength n0 η nstar + x / η) = E (nstar * Real.exp (-x)) := by
  have hx : η * (x / η) = x := by field_simp
  have h : -η * (bondLength n0 η nstar + x / η - bondLength n0 η nstar) = -x := by
    linear_combination -hx
  rw [bindingCurve, hostDensity_eq hn0 hη hs, h]

/-- For positive `n0`, `η` and `nstar`, the bond length is positive exactly when the density `n0`
at the reference plane exceeds `nstar`. -/
theorem bondLength_pos_iff {n0 η nstar : ℝ} (hn0 : 0 < n0) (hη : 0 < η) (hs : 0 < nstar) :
    0 < bondLength n0 η nstar ↔ nstar < n0 := by
  have hq : 0 ≤ n0 / nstar := (div_pos hn0 hs).le
  rw [bondLength, div_pos_iff_of_pos_right hη, Real.log_pos_iff hq, one_lt_div hs]

/-- If the positive density `n0` at the reference plane is below the optimal density and `η` is
positive, then the energy at every distance `d ≥ 0` lies strictly above `E nstar`. -/
theorem dilute_host_above_optimum {E : ℝ → ℝ} {n0 η nstar d : ℝ} (hn0 : 0 < n0) (hη : 0 < η)
    (hopt : IsOptimalDensity E nstar) (hlt : n0 < nstar) (hd : 0 ≤ d) :
    E nstar < bindingCurve E n0 η d := by
  have hexp : Real.exp (-η * d) ≤ 1 :=
    Real.exp_le_one_iff.2 (by nlinarith [mul_nonneg hη.le hd])
  have hle : hostDensity n0 η d ≤ n0 := mul_le_of_le_one_right hn0.le hexp
  exact hopt.2 _ (mul_pos hn0 (Real.exp_pos _)) (hle.trans_lt hlt).ne

/-- For positive `a` and `nstar`, the quadratic embedding energy `a (n ^ 2 - 2 nstar n)` has
optimal density `nstar`. -/
theorem isOptimalDensity_witness {a nstar : ℝ} (ha : 0 < a) (hs : 0 < nstar) :
    IsOptimalDensity (fun n => a * (n ^ 2 - 2 * nstar * n)) nstar := by
  refine ⟨hs, fun n _ hne => ?_⟩
  have h0 : n - nstar ≠ 0 := sub_ne_zero.2 hne
  have hsq : 0 < (n - nstar) ^ 2 := by positivity
  -- the energy difference is a complete square
  change a * (nstar ^ 2 - 2 * nstar * nstar) < a * (n ^ 2 - 2 * nstar * n)
  nlinarith [mul_pos ha hsq]

/-- For positive `n0`, `η` and `nstar`, the quadratic embedding energy `a (n ^ 2 - 2 nstar n)`
gives a binding curve of Morse form with energy parameter `a * nstar ^ 2`. -/
theorem quadratic_embedding_morse (a : ℝ) {n0 η nstar : ℝ} (hn0 : 0 < n0) (hη : 0 < η)
    (hs : 0 < nstar) (d : ℝ) :
    bindingCurve (fun n => a * (n ^ 2 - 2 * nstar * n)) n0 η d =
      a * nstar ^ 2 * (Real.exp (-2 * η * (d - bondLength n0 η nstar))
        - 2 * Real.exp (-η * (d - bondLength n0 η nstar))) := by
  have h : Real.exp (-2 * η * (d - bondLength n0 η nstar)) =
      Real.exp (-η * (d - bondLength n0 η nstar)) *
        Real.exp (-η * (d - bondLength n0 η nstar)) := by
    rw [← Real.exp_add]
    congr 1
    ring
  rw [bindingCurve, hostDensity_eq hn0 hη hs, h]
  ring

end EffectiveMedium
```

```lean
#print axioms EffectiveMedium.effective_medium_binding
#print axioms EffectiveMedium.bondLength_pos_iff
#print axioms EffectiveMedium.dilute_host_above_optimum
#print axioms EffectiveMedium.quadratic_embedding_morse
```

```
'EffectiveMedium.effective_medium_binding' depends on axioms: [propext, Classical.choice, Quot.sound]
'EffectiveMedium.bondLength_pos_iff' depends on axioms: [propext, Classical.choice, Quot.sound]
'EffectiveMedium.dilute_host_above_optimum' depends on axioms: [propext, Classical.choice, Quot.sound]
'EffectiveMedium.quadratic_embedding_morse' depends on axioms: [propext, Classical.choice, Quot.sound]
```

## How the Lean statements describe the atom and its host

`hostDensity` is $n(d)$, `bindingCurve` is $V(d)$, and `nstar` is $n_*$. The name `bondLength` stands for $d_*$, which is measured from the reference plane; it is not a distance between nuclei and may be negative. `IsOptimalDensity E nstar` says that `nstar` is positive and that `E` is strictly higher at every other positive density. Values of `E` at zero or negative density play no role.

The main theorem, `effective_medium_binding`, asks for slightly less than a twice continuously differentiable $E$. The function `E1` is the derivative of `E` at every positive density, and the number `E2` is the derivative of `E1` at `nstar` alone. The conclusion has three parts: every other distance has strictly higher energy, the minimum energy is `E nstar`, and the derivative of the first derivative at the minimum is `η ^ 2 * nstar ^ 2 * E2`. Neither `n0` nor `η` occurs on the right-hand side of the second part, `E nstar`, which is the independence from the host.

The word "universal" in `universal_binding_curve` refers to one atom over different hosts. The theorem does not say that different atoms share a curve.

## What each lemma contributes

`hostDensity_eq` rewrites the density around $d_*$, using the exponential of a sum and of a logarithm. `hostDensity_eq_iff` obtains the unique crossing of $n_*$ from the injectivity of the exponential, and `hasDerivAt_hostDensity` supplies $n'=-\eta n$.

In the main theorem, the strict inequality for $V$ is `hmin` applied to the density at $d$. For the curvature, the positive densities form a neighbourhood of `nstar`, so the global minimum is also a local one and `hz` records $E'(n_*)=0$. The step `hderiv` is the chain rule at every $d$, which is needed because the resulting function is differentiated again. The product rule then yields both terms of $V''(d_*)$, and substituting `hb` and `hz` removes the second.

`universal_binding_curve` inserts $d=d_*+x/\eta$ into the rewritten density. `bondLength_pos_iff` reduces the sign of $d_*$ to that of the logarithm, and `dilute_host_above_optimum` bounds the exponential by 1. `isOptimalDensity_witness` completes the square, which shows that the minimum hypothesis is satisfied by an actual function. `quadratic_embedding_morse` writes $e^{-2x}$ as the square of $e^{-x}$. Its identity holds for any real `a`, but it describes a well only for $a>0$.

## How far a code can trust the formulas

For real numbers that satisfy the hypotheses, the three formulas are exact, and no other distance attains the minimum energy. Computed values still carry rounding and finite-difference errors.

The step from the model to a real surface is the identification of the adsorption energy with $E(n_0e^{-\eta d})$. It is assumed through the definitions, and its accuracy for a given metal has to be judged separately.

The stiffness may vanish. For $E(n)=(n-n_*)^4$ the minimum is strict but $E''(n_*)=0$, so a code should not assume a positive harmonic frequency.

The minimum of $E$ has to be attained at some positive density. Take $E(n)=an$ with $a>0$, an atom repelled at every density. Then $V(d)=an_0e^{-\eta d}$ decreases for all $d$ and has no minimiser, and a geometry search moves the atom outwards until its stopping criterion is met.
